# Taylor coefficients of \(f^a\), for \(f(0)>0\), and of \(\exp(f)\) by recurrence

A perturbative (analytic) response calculation beyond linear order with a local density functional uses third and higher derivatives of the exchange-correlation energy density with respect to the density. One way to get them is Taylor-mode automatic differentiation. The code stores the density along a line, \(\rho(t)\), as an array of Taylor coefficients in \(t\), and every elementary operation turns input arrays into an output array. For sums and products the rule is plain. For a real power or an exponential, one option is a recurrence, which produces the \(n\)-th output coefficient from the input array and the output coefficients already computed.

Let \(f\) be a real function of one real variable, smooth at \(0\), and write

\[
f_k=\frac{f^{(k)}(0)}{k!}
\]

for its Taylor coefficients, with the same notation for other functions. Let \(a\) be a real number. If \(f(0)>0\) and \(g=f^a\), then for \(n\ge 1\)

\[
n f_0\, g_n=\sum_{k=1}^{n}\bigl(a k-(n-k)\bigr) f_k\, g_{n-k}.
\]

For \(u=\exp(f)\), with no condition on the sign of \(f(0)\),

\[
n\,u_n=\sum_{k=1}^{n}k f_k\, u_{n-k}.
\]

## From coefficient arrays to exchange kernels

Of the output coefficients, the right-hand sides contain only \(g_0,\dots,g_{n-1}\) or \(u_0,\dots,u_{n-1}\). A routine for the power starts with \(g_0=f_0^a\) and divides by \(n f_0\) at each order. A routine for the exponential starts with \(u_0=\exp(f_0)\) and divides by \(n\).

In the local-density approximation for a three-dimensional system without spin polarisation, the exchange energy per unit volume is a constant times \(\rho^{4/3}\). Its successive derivatives with respect to \(\rho\) give the exchange potential, the exchange kernel and the higher kernels of nonlinear response, so the power recurrence with \(a=4/3\) and the input \(f(t)=\rho+t\), where \(\rho\) is the fixed density at a grid point, supplies these derivatives for this local, one-variable model, once \(g_n\) is multiplied by \(n!\) and by that constant. The condition \(f(0)>0\) says that the density at the grid point is strictly positive. At zero density the factor \(f_0\) vanishes, and the routine can no longer obtain \(g_n\) by dividing by \(n f_0\).

## Comparing coefficients in a differential equation

Differentiation shifts the coefficients:

\[
(f')_n=\frac{f^{(n+1)}(0)}{n!}=(n+1)\,f_{n+1}.
\]

The Leibniz rule gives the coefficients of a product:

\[
(fg)_n=\frac{1}{n!}\sum_{i=0}^{n}\binom{n}{i}f^{(i)}(0)\,g^{(n-i)}(0)=\sum_{i=0}^{n}f_i\,g_{n-i}.
\]

**The power.** Since \(f\) is continuous at \(0\) and \(f(0)>0\), it stays positive near \(0\). There \(g=f^a\) has the derivative \(g'=a f^{a-1}f'\), and multiplication by \(f\) gives

\[
f g'=a f' g.
\]

Take \(n\ge1\) and compare the coefficients of order \(n-1\). On the left,

\[
(fg')_{n-1}=\sum_{i=0}^{n-1}f_i\,(n-i)\,g_{n-i}.
\]

On the right, with \(k=i+1\),

\[
a(f'g)_{n-1}=a\sum_{i=0}^{n-1}(i+1)f_{i+1}\,g_{n-1-i}=a\sum_{k=1}^{n}k f_k\,g_{n-k}.
\]

The term \(i=0\) on the left is \(n f_0 g_n\). The remaining terms can be summed up to \(i=n\), because the added term has the factor \(n-n=0\). Hence

\[
n f_0 g_n+\sum_{k=1}^{n}(n-k)f_k\,g_{n-k}=a\sum_{k=1}^{n}k f_k\,g_{n-k},
\]

and moving the sum to the right gives the power recurrence.

**The exponential.** Here \(u'=f'u\). The coefficient of order \(n-1\) is \(n u_n\) on the left and \(\sum_{k=1}^{n}k f_k u_{n-k}\) on the right.

**Uniqueness.** Suppose that a sequence \(c_n\) starts with \(c_0=f(0)^a\) and obeys the power recurrence for all \(n\ge1\). If \(c_j=g_j\) for all \(j<n\), the right-hand sides for \(c_n\) and \(g_n\) agree, so \(n f_0 c_n=n f_0 g_n\). Since \(n f_0\ne0\), it follows that \(c_n=g_n\). By induction the whole sequence is the array of Taylor coefficients of \(f^a\).

**A linearly varied density.** Let \(f(t)=\rho+ht\), where \(\rho>0\) is again a fixed density and \(h\) a real step. Then \(f_0=\rho\), \(f_1=h\), and all higher coefficients vanish. At order \(n+1\) only \(k=1\) contributes, which leaves, for \(n\ge0\),

\[
(n+1)\,\rho\,g_{n+1}=(a-n)\,h\,g_n.
\]

For \(a=4/3\) this gives \(g_1=\tfrac43 h\rho^{1/3}\) and \(g_2=\tfrac29h^2\rho^{-2/3}\). With \(h=1\), the \(n\)-th derivative of \(\rho^{4/3}\) with respect to \(\rho\) is \(n!\,g_n\).

## The Lean file

```lean
import Mathlib

open Filter Topology
open scoped ContDiff

namespace TaylorRecurrences

noncomputable section

/-- The `n`-th Taylor coefficient of `f` at the origin: the `n`-th derivative over `n!`. -/
def taylorCoeff (f : ℝ → ℝ) (n : ℕ) : ℝ := iteratedDeriv n f 0 / (n.factorial : ℝ)

variable {f g : ℝ → ℝ}

/-- A sum over `1, ..., n` written as a sum over `0, ..., n - 1`. -/
lemma sum_shift (F : ℕ → ℝ) (n : ℕ) :
    ∑ k ∈ Finset.Icc 1 n, F k = ∑ i ∈ Finset.range n, F (i + 1) := by
  induction n with
  | zero => simp
  | succ n ih => rw [Finset.sum_Icc_succ_top (by omega), ih, Finset.sum_range_succ]

/-- The derivative of a function smooth at the origin is smooth at the origin. -/
lemma smooth_deriv (hf : ContDiffAt ℝ ∞ f 0) : ContDiffAt ℝ ∞ (deriv f) 0 := by
  have h : ContDiffAt ℝ ∞ (fderiv ℝ f) 0 :=
    hf.fderiv_right (by exact le_rfl)
  have e : deriv f = fun x => fderiv ℝ f x 1 := by
    ext x
    rfl
  rw [e]
  exact h.clm_apply contDiffAt_const

/-- Differentiation shifts the Taylor coefficients: `(f')_n = (n + 1) f_(n+1)`. -/
theorem taylorCoeff_deriv (f : ℝ → ℝ) (n : ℕ) :
    taylorCoeff (deriv f) n = ((n : ℝ) + 1) * taylorCoeff f (n + 1) := by
  have h1 : (n.factorial : ℝ) ≠ 0 := Nat.cast_ne_zero.2 (Nat.factorial_ne_zero n)
  have h2 : (n : ℝ) + 1 ≠ 0 := by positivity
  unfold taylorCoeff
  rw [iteratedDeriv_succ', Nat.factorial_succ]
  push_cast
  field_simp

/-- For factors smooth at the origin, the Taylor coefficients of the product are the Cauchy product
of those of the factors. -/
theorem taylorCoeff_mul (hf : ContDiffAt ℝ ∞ f 0) (hg : ContDiffAt ℝ ∞ g 0) (n : ℕ) :
    taylorCoeff (f * g) n
      = ∑ i ∈ Finset.range (n + 1), taylorCoeff f i * taylorCoeff g (n - i) := by
  unfold taylorCoeff
  rw [iteratedDeriv_mul (hf.of_le (by exact_mod_cast le_top))
    (hg.of_le (by exact_mod_cast le_top)), Finset.sum_div]
  refine Finset.sum_congr rfl fun i hi => ?_
  have hi' : i ≤ n := by
    have := Finset.mem_range.1 hi
    omega
  have h1 : (n.factorial : ℝ) ≠ 0 := Nat.cast_ne_zero.2 (Nat.factorial_ne_zero n)
  have h2 : (i.factorial : ℝ) ≠ 0 := Nat.cast_ne_zero.2 (Nat.factorial_ne_zero i)
  have h3 : ((n - i).factorial : ℝ) ≠ 0 := Nat.cast_ne_zero.2 (Nat.factorial_ne_zero _)
  rw [Nat.cast_choose ℝ hi']
  field_simp

/-- If `f` and `g` are smooth at the origin and `f g' = a f' g` near it, the Taylor coefficients of
`g` obey `n f_0 g_n = ∑ (a k - (n - k)) f_k g_(n-k)`, summed over `k = 1, ..., n`. -/
theorem recurrence_of_ode (hf : ContDiffAt ℝ ∞ f 0) (hg : ContDiffAt ℝ ∞ g 0) (a : ℝ)
    (h : ∀ᶠ t in 𝓝 (0 : ℝ), f t * deriv g t = a * (deriv f t * g t)) (n : ℕ) :
    (n : ℝ) * taylorCoeff f 0 * taylorCoeff g n
      = ∑ k ∈ Finset.Icc 1 n,
          (a * (k : ℝ) - ((n : ℝ) - (k : ℝ))) * taylorCoeff f k * taylorCoeff g (n - k) := by
  rcases n with _ | m
  · simp
  have hp : ContDiffAt ℝ ∞ (deriv f * g) 0 := (smooth_deriv hf).mul hg
  have hc : taylorCoeff ((fun _ => a) * (deriv f * g)) m = a * taylorCoeff (deriv f * g) m := by
    rw [taylorCoeff_mul (f := fun _ => a) contDiffAt_const hp, Finset.sum_eq_single 0]
    · simp [taylorCoeff]
    · intro i _ hi
      simp [taylorCoeff, iteratedDeriv_const, hi]
    · simp
  -- compare the coefficients of order `m` in the differential equation
  have h' : f * deriv g =ᶠ[𝓝 (0 : ℝ)] (fun _ => a) * (deriv f * g) := h.mono fun t ht => ht
  have key : taylorCoeff (f * deriv g) m = taylorCoeff ((fun _ => a) * (deriv f * g)) m := by
    unfold taylorCoeff
    rw [h'.iteratedDeriv_eq m]
  rw [hc, taylorCoeff_mul hf (smooth_deriv hg), taylorCoeff_mul (smooth_deriv hf) hg] at key
  simp only [taylorCoeff_deriv] at key
  obtain ⟨G, hG⟩ : ∃ G : ℕ → ℝ, ∀ i, G i
      = taylorCoeff f i * ((m : ℝ) + 1 - (i : ℝ)) * taylorCoeff g (m + 1 - i) :=
    ⟨_, fun _ => rfl⟩
  have hL : ∑ i ∈ Finset.range (m + 1),
      taylorCoeff f i * ((((m - i : ℕ) : ℝ) + 1) * taylorCoeff g (m - i + 1))
      = ∑ i ∈ Finset.range (m + 1), G i := by
    refine Finset.sum_congr rfl fun i hi => ?_
    have hi' : i ≤ m := by
      have := Finset.mem_range.1 hi
      omega
    rw [hG, Nat.cast_sub hi', show m + 1 - i = m - i + 1 by omega]
    ring
  rw [hL] at key
  have hR : ∑ i ∈ Finset.range (m + 1),
      (a * ((i + 1 : ℕ) : ℝ) - (((m + 1 : ℕ) : ℝ) - ((i + 1 : ℕ) : ℝ)))
        * taylorCoeff f (i + 1) * taylorCoeff g (m + 1 - (i + 1))
      = a * ∑ i ∈ Finset.range (m + 1),
          ((i : ℝ) + 1) * taylorCoeff f (i + 1) * taylorCoeff g (m - i)
        - ∑ i ∈ Finset.range (m + 1), G (i + 1) := by
    rw [Finset.mul_sum, ← Finset.sum_sub_distrib]
    refine Finset.sum_congr rfl fun i _ => ?_
    rw [hG, Nat.add_sub_add_right]
    push_cast
    ring
  -- split off the term containing `f_0`; the last term of `G` vanishes
  have hlast : G (m + 1) = 0 := by
    rw [hG]
    push_cast
    ring
  have hfirst : G 0 = taylorCoeff f 0 * ((m : ℝ) + 1) * taylorCoeff g (m + 1) := by
    rw [hG]
    simp
  have hs := Finset.sum_range_succ G (m + 1)
  have hs' := Finset.sum_range_succ' G (m + 1)
  rw [sum_shift, hR]
  push_cast
  linear_combination key + hs - hs' + hlast - hfirst

/-- Power recurrence: for `f` smooth at the origin with `f(0) > 0` and `g = f^a`,
`n f_0 g_n = ∑ (a k - (n - k)) f_k g_(n-k)`, summed over `k = 1, ..., n`. -/
theorem rpow_recurrence (hf : ContDiffAt ℝ ∞ f 0) (hpos : 0 < f 0) (a : ℝ) (n : ℕ) :
    (n : ℝ) * taylorCoeff f 0 * taylorCoeff (fun t => f t ^ a) n
      = ∑ k ∈ Finset.Icc 1 n, (a * (k : ℝ) - ((n : ℝ) - (k : ℝ)))
          * taylorCoeff f k * taylorCoeff (fun t => f t ^ a) (n - k) := by
  refine recurrence_of_ode hf (hf.rpow_const_of_ne hpos.ne') a ?_ n
  have h1 : ContDiffAt ℝ 1 f 0 := hf.of_le (by exact_mod_cast le_top)
  -- near the origin `f` is differentiable and stays positive
  filter_upwards [h1.eventually (by simp), hf.continuousAt.eventually (lt_mem_nhds hpos)]
    with t ht htpos
  have hd := (ht.differentiableAt (by simp)).hasDerivAt.rpow_const (p := a) (Or.inl htpos.ne')
  have hne : f t ≠ 0 := htpos.ne'
  rw [hd.deriv, Real.rpow_sub_one hne]
  field_simp

/-- Exponential recurrence: for `f` smooth at the origin and `u = exp(f)`,
`n u_n = ∑ k f_k u_(n-k)`, summed over `k = 1, ..., n`. -/
theorem exp_recurrence (hf : ContDiffAt ℝ ∞ f 0) (n : ℕ) :
    (n : ℝ) * taylorCoeff (fun t => Real.exp (f t)) n
      = ∑ k ∈ Finset.Icc 1 n,
          (k : ℝ) * taylorCoeff f k * taylorCoeff (fun t => Real.exp (f t)) (n - k) := by
  rcases n with _ | m
  · simp
  have h1 : ContDiffAt ℝ 1 f 0 := hf.of_le (by exact_mod_cast le_top)
  -- the differential equation `u' = f' u`
  have h : deriv (fun t => Real.exp (f t))
      =ᶠ[𝓝 (0 : ℝ)] deriv f * fun t => Real.exp (f t) := by
    filter_upwards [h1.eventually (by simp)] with t ht
    rw [(ht.differentiableAt (by simp)).hasDerivAt.exp.deriv, Pi.mul_apply, mul_comm]
  have key : taylorCoeff (deriv fun t => Real.exp (f t)) m
      = taylorCoeff (deriv f * fun t => Real.exp (f t)) m := by
    unfold taylorCoeff
    rw [h.iteratedDeriv_eq m]
  rw [taylorCoeff_deriv, taylorCoeff_mul (smooth_deriv hf) hf.exp] at key
  rw [sum_shift, Nat.cast_succ, key]
  refine Finset.sum_congr rfl fun i _ => ?_
  rw [taylorCoeff_deriv, Nat.add_sub_add_right, Nat.cast_succ]

/-- For `f` smooth at the origin with `f(0) > 0`, a sequence that starts at `f(0)^a` and obeys the
power recurrence (for all `n ≥ 1`) is the sequence of Taylor coefficients of `f^a`. -/
theorem rpow_recurrence_unique (hf : ContDiffAt ℝ ∞ f 0) (hpos : 0 < f 0) (a : ℝ)
    (c : ℕ → ℝ) (h0 : c 0 = f 0 ^ a)
    (hc : ∀ n : ℕ, 1 ≤ n → (n : ℝ) * taylorCoeff f 0 * c n
      = ∑ k ∈ Finset.Icc 1 n,
          (a * (k : ℝ) - ((n : ℝ) - (k : ℝ))) * taylorCoeff f k * c (n - k)) (n : ℕ) :
    c n = taylorCoeff (fun t => f t ^ a) n := by
  induction n using Nat.strong_induction_on with
  | _ n ih =>
    rcases Nat.eq_zero_or_pos n with rfl | hn
    · simp [taylorCoeff, h0]
    have hf0 : taylorCoeff f 0 = f 0 := by simp [taylorCoeff]
    have hn' : (n : ℝ) ≠ 0 := Nat.cast_ne_zero.2 hn.ne'
    have hne : (n : ℝ) * taylorCoeff f 0 ≠ 0 := by
      rw [hf0]
      exact mul_ne_zero hn' hpos.ne'
    apply mul_left_cancel₀ hne
    rw [hc n hn, rpow_recurrence hf hpos a n]
    refine Finset.sum_congr rfl fun k hk => ?_
    have hk' := Finset.mem_Icc.1 hk
    rw [ih (n - k) (by omega)]

/-- For a density `ρ + h t` with `ρ > 0`, the Taylor coefficients `g_n` of its `a`-th power
obey the two-term rule `(n + 1) ρ g_(n+1) = (a - n) h g_n`. -/
theorem linear_density_recurrence {ρ : ℝ} (hρ : 0 < ρ) (h a : ℝ) (n : ℕ) :
    ((n : ℝ) + 1) * ρ * taylorCoeff (fun t => (ρ + h * t) ^ a) (n + 1)
      = (a - (n : ℝ)) * h * taylorCoeff (fun t => (ρ + h * t) ^ a) n := by
  have hf : ContDiffAt ℝ ∞ (fun t : ℝ => ρ + h * t) 0 :=
    contDiffAt_const.add (contDiffAt_const.mul contDiffAt_id)
  have hd : deriv (fun t : ℝ => ρ + h * t) = fun _ => h := by
    funext t
    have := ((hasDerivAt_id' t).const_mul h).const_add ρ
    rw [this.deriv, mul_one]
  have c0 : taylorCoeff (fun t : ℝ => ρ + h * t) 0 = ρ := by simp [taylorCoeff]
  have c1 : taylorCoeff (fun t : ℝ => ρ + h * t) 1 = h := by
    unfold taylorCoeff
    rw [iteratedDeriv_one, hd]
    simp
  have c2 : ∀ k, taylorCoeff (fun t : ℝ => ρ + h * t) (k + 2) = 0 := by
    intro k
    unfold taylorCoeff
    rw [iteratedDeriv_succ', hd]
    simp [iteratedDeriv_const]
  have key := rpow_recurrence hf (by simpa using hρ) a (n + 1)
  -- only the term `k = 1` survives
  rw [Finset.sum_eq_single 1, c0, c1, Nat.add_sub_cancel] at key
  · push_cast at key
    linear_combination key
  · intro k hk hk1
    have hk' := Finset.mem_Icc.1 hk
    obtain ⟨j, rfl⟩ : ∃ j, k = j + 2 := ⟨k - 2, by omega⟩
    rw [c2, mul_zero, zero_mul]
  · intro hk
    exact absurd (Finset.mem_Icc.2 ⟨le_rfl, by omega⟩) hk

end

end TaylorRecurrences
```

```lean
#print axioms TaylorRecurrences.exp_recurrence
-- 'TaylorRecurrences.exp_recurrence' depends on axioms: [propext, Classical.choice, Quot.sound]
#print axioms TaylorRecurrences.rpow_recurrence_unique
-- 'TaylorRecurrences.rpow_recurrence_unique' depends on axioms: [propext, Classical.choice, Quot.sound]
#print axioms TaylorRecurrences.linear_density_recurrence
-- 'TaylorRecurrences.linear_density_recurrence' depends on axioms: [propext, Classical.choice, Quot.sound]
```

## Reading the theorems as statements about code

`taylorCoeff f n` is the entry \(f_n\) of the coefficient array: the iterated derivative at the origin divided by \(n!\). The factorial is thus part of the stored number, and a code that stores bare derivatives needs different weights. The expansion point is always \(0\), so a grid point with density \(\rho\) enters through the value of the function there, as in \(\rho+ht\).

The hypothesis `ContDiffAt ℝ ∞ f 0` says that \(f\) is smooth at the origin. Nothing is assumed far from it, where \(f\) may vanish or change sign.

`rpow_recurrence` is the power recurrence, with the exponent `a` an arbitrary real number and the positivity condition in `hpos`. `exp_recurrence` is the exponential one and has no such condition. Both hold for every natural number `n`. At `n = 0` they reduce to \(0=0\), which is why the starting value has to be supplied separately.

`rpow_recurrence_unique` is the statement closest to an implementation. The sequence `c` stands for the numbers that the loop would produce in exact arithmetic, `h0` for its initialisation and `hc` for its update rule. The conclusion is that `c n` is the true Taylor coefficient at every order. `linear_density_recurrence` is the two-term rule, and it includes the case \(h=0\), in which all coefficients above order zero vanish.

## How the proof follows the derivation

`taylorCoeff_deriv` is the shift rule, and `taylorCoeff_mul` is the product rule. The latter takes Mathlib's Leibniz formula, writes the binomial coefficient in factorials and cancels them with `field_simp`. `smooth_deriv` allows the product rule to be applied to factors that are themselves derivatives.

The comparison of coefficients is in `recurrence_of_ode`. It assumes only that \(f\) and \(g\) are smooth at the origin and that \(fg'=af'g\) holds near it. Two functions that agree near a point have the same derivatives there, which yields the equation `key` between coefficients of order `m`, where \(n=m+1\). The auxiliary sequence `G` has the entries \(G_i=f_i\,(m+1-i)\,g_{m+1-i}\), the terms of the left-hand sum. Its sum from \(0\) to \(m+1\) is split in two ways: `hs` separates the last term, which is zero by `hlast`, and `hs'` separates the first, which is \((m+1)f_0g_{m+1}\) by `hfirst`. The closing `linear_combination` puts these equations together, as the rearrangement by hand does. `sum_shift` converts between sums that start at \(1\) and sums that start at \(0\).

`rpow_recurrence` then has to verify the differential equation. The `filter_upwards` step restricts attention to points near the origin where \(f\) is differentiable and positive. There the chain rule applies, and `Real.rpow_sub_one` replaces \(f^{a-1}\) by \(f^a/f\). `exp_recurrence` establishes \(u'=f'u\) in the same way and compares coefficients directly, with no term to split off.

`rpow_recurrence_unique` uses strong induction and cancels the nonzero factor \(n f_0\). `linear_density_recurrence` computes the coefficients of \(\rho+ht\) and uses `Finset.sum_eq_single` to keep the term \(k=1\).

## Rounding, low density and other functionals

The theorems concern exact real numbers. They give no bound on rounding error and do not exclude overflow: where the density is small, the repeated division by \(f_0\) in the power recurrence can make the coefficients very large. They also make no claim that the Taylor series converges or that a truncated series approximates the function well at a given \(t\); the individual coefficients are what they settle.

The functions depend on one real variable. Mixed derivatives in several variables, such as the density and its gradient in a semilocal functional, are not treated, and neither is the logarithm that appears in many correlation functionals. The link from derivatives of the energy density to exchange kernels is physics added in this note; the file contains no density functional. Uniqueness is stated for the power only, although division by \(n\) settles the exponential by the same induction.
